# For one Lorentzian-broadened transition, the Kubo-Greenwood prefactor 1/w gives a larger dc limit than 1/D exactly when the transition energy D exceeds the half-width

## My gapped system conducts at zero frequency, and the amount depends on the prefactor

I read off a dc conductivity by evaluating the Kubo-Greenwood formula on a frequency grid, with the delta functions replaced by Lorentzians, and following the curve down to $w\to 0$. The formula can be written with a prefactor $1/w$ or with one over the transition energy. For sharp delta functions the choice makes no difference, because the delta function sets the two energies equal.

With broadening it does matter. My system has a gap much wider than the Lorentzian, so I expect almost nothing at $w=0$. Both versions give a small residue, but the $1/w$ version gives nearly twice as much. I would have guessed that dividing by $w$ makes the result blow up. Why is it finite, where does the factor of about two come from, and is the $1/w$ version always the larger one?

## The two dc limits differ by the factor 2D²/(D²+η²)

The $1/w$ version is finite because each transition enters twice, once resonantly and once antiresonantly, and the difference of the two Lorentzians vanishes in proportion to $w$. For a transition of energy $D>0$ and a Lorentzian of half-width $\eta>0$, its dc limit is $2D^2/(D^2+\eta^2)$ times that of the other version. This factor is close to 2 when $D\gg\eta$, which is your case. It is below 1 when $D<\eta$, so the $1/w$ version is not always the larger one.

**One transition.** Write the broadened delta function as

$$L(x)=\frac{\eta}{\pi}\,\frac{1}{x^2+\eta^2}.$$

The two forms to compare are

$$\frac{L(w-D)-L(w+D)}{w}\qquad\text{and}\qquad\frac{L(w-D)+L(w+D)}{D}.$$

The signs differ for a reason. The antiresonant term belongs to the transition energy $-D$ and carries the opposite occupation difference. With prefactor $1/w$ that leaves a minus sign. With one over the transition energy, the prefactor changes sign too, and the two signs cancel.

For the first form, put both Lorentzians over a common denominator:

$$L(w-D)-L(w+D)=\frac{\eta}{\pi}\,\frac{(w+D)^2-(w-D)^2}{[(w-D)^2+\eta^2][(w+D)^2+\eta^2]}.$$

The numerator of the second fraction is $4wD$. For $w\neq0$ the factor $w$ cancels, so that

$$\frac{L(w-D)-L(w+D)}{w}=\frac{4\eta D}{\pi[(w-D)^2+\eta^2][(w+D)^2+\eta^2]}.$$

The right-hand side is continuous at $w=0$, and its value there is the dc limit:

$$\frac{4\eta D}{\pi(D^2+\eta^2)^2}.$$

The second form is continuous as it stands. Since $L$ is even, its limit is

$$\frac{2L(D)}{D}=\frac{2\eta}{\pi D(D^2+\eta^2)}>0.$$

Dividing the first limit by the second gives

$$\frac{4\eta D}{\pi(D^2+\eta^2)^2}\cdot\frac{\pi D(D^2+\eta^2)}{2\eta}=\frac{2D^2}{D^2+\eta^2}.$$

Because the second limit is positive, the first is larger exactly when this ratio exceeds 1. That means $2D^2>D^2+\eta^2$, or $D^2>\eta^2$, or $D>\eta$, since both are positive.

**Numbers.** Take $D=2$ and $\eta=1$ in the same energy unit. Then $L(2)=1/(5\pi)$, and the $1/D$ form tends to $2L(2)/2=1/(5\pi)\approx0.064$. The $1/w$ form tends to $4\cdot1\cdot2/(25\pi)=8/(25\pi)\approx0.102$. The ratio is $8/5$, in agreement with $2\cdot4/(4+1)$.

Now exchange the values, so that $D=1$ and $\eta=2$. The $1/w$ limit is again $8/(25\pi)\approx0.102$, but the $1/D$ limit is $4/(5\pi)\approx0.255$. The ratio is $2/5$, and the order is reversed.

**Many levels.** Let the levels have energies $e_n$, occupations $f_n$ and a Hermitian velocity matrix $v$. Abbreviate $\Delta_{nm}=e_m-e_n$ and $g_{nm}=(f_n-f_m)|v_{nm}|^2$. With the common constants set to one, the real part of the conductivity along one direction, written with prefactor $1/w$, is

$$\sigma(w)=\frac1w\sum_{n,m}g_{nm}\,L(w-\Delta_{nm}).$$

Here your worry about divergence is justified term by term: any single term with $g_{nm}\neq0$ diverges as $w\to0$, because $L$ is nowhere zero. The sum behaves better. Exchanging the names $n$ and $m$ reverses the sign of $\Delta_{nm}$. It also reverses the sign of $g_{nm}$, because $|v_{mn}|=|v_{nm}|$. Hence

$$\sum_{n,m}g_{nm}L(w-\Delta_{nm})=-\sum_{n,m}g_{nm}L(w+\Delta_{nm}).$$

Replacing the sum by the mean of these two equal expressions gives

$$\sigma(w)=\sum_{n,m}\frac{g_{nm}}{2}\,\frac{L(w-\Delta_{nm})-L(w+\Delta_{nm})}{w}.$$

Every term now has the finite limit found above, so

$$\lim_{w\to0}\sigma(w)=\sum_{n,m}\frac{g_{nm}}{2}\,\frac{4\eta\,\Delta_{nm}}{\pi(\Delta_{nm}^2+\eta^2)^2}.$$

The half is there because the sum runs over ordered pairs, so each transition is counted twice.

**The Lean statements in words.** `lorentz η x` is $L(x)$, with the half-width as an explicit argument. The notation `𝓝[≠] 0` means that $w$ approaches zero from either side without taking the value zero, and `Tendsto ... (𝓝 a)` says that the limit is $a$.

- `dc_prefactor_ratio` assumes `0 < η` and `0 < D`. It states that the $1/D$ limit is positive, that the $1/D$ form tends to it, and that the $1/w$ form tends to $2D^2/(D^2+\eta^2)$ times it.
- `freq_larger_iff` makes the same two assumptions, takes any numbers `a` and `b` that are the dc limits of the $1/w$ and the $1/D$ form, and states `b < a ↔ η < D`. The previous theorem supplies such limits.
- `tendsto_sigmaFreq` concerns the many-level conductivity `sigmaFreq`. The finite type `ι` labels the levels, `e` and `f` are their energies and occupations, `v` is a complex matrix with `v.IsHermitian`, and `Complex.normSq (v n m)` is $|v_{nm}|^2$. For `0 < η` the theorem states that the dc limit exists and equals the pair sum above.

Frequency and energy share one unit, so $\hbar=1$. Charge, cell volume, spin degeneracy and similar factors are common to all terms and are set to one. The occupations are arbitrary real numbers and need not follow a Fermi function. Degenerate levels are allowed, and the term for a pair of equal energies contributes nothing to the limit. The diagonal terms vanish because $f_n-f_n=0$, so the Drude term of a perfect crystal, which for Bloch states comes from the diagonal velocities, is not included.

The width $\eta$ is postulated. It stands for a finite lifetime, or simply for the smoothing that turns a discrete spectrum into a curve, and nothing here derives it from a scattering process. The ratio belongs to the Lorentzian shape.

The comparison of prefactors is stated for one transition, while the many-level theorem gives the limit of the $1/w$ form alone. If every contributing pair has its more occupied level below the other by more than $\eta$, applying the ratio pair by pair suggests the same ordering for the whole sum, but that last step is my inference and not a theorem in the file.

```lean
import Mathlib

open Filter Topology

namespace KuboGreenwoodPrefactor

noncomputable section

/-- The Lorentzian of half-width `η > 0` that replaces the delta function. -/
def lorentz (η x : ℝ) : ℝ := η / Real.pi / (x ^ 2 + η ^ 2)

/-- Kubo-Greenwood conductivity with prefactor `1/w`, for `w ≠ 0`, with levels `e`,
occupations `f`, velocity matrix `v` and common constants set to one. -/
def sigmaFreq {ι : Type*} [Fintype ι] (η : ℝ) (e f : ι → ℝ) (v : Matrix ι ι ℂ)
    (w : ℝ) : ℝ :=
  (∑ n, ∑ m, (f n - f m) * Complex.normSq (v n m) * lorentz η (w - (e m - e n))) / w

/-- A Lorentzian of positive width is a continuous function of energy. -/
theorem lorentz_continuous {η : ℝ} (hη : 0 < η) : Continuous (lorentz η) := by
  unfold lorentz
  exact continuous_const.div (by fun_prop) (fun x => by positivity)

/-- For positive width and `w ≠ 0`, the resonant minus the antiresonant Lorentzian, divided
by `w`, is a quotient without a pole at `w = 0`. -/
theorem lorentz_sub_div {η : ℝ} (hη : 0 < η) (D : ℝ) {w : ℝ} (hw : w ≠ 0) :
    (lorentz η (w - D) - lorentz η (w + D)) / w =
      4 * η * D / (Real.pi * ((w - D) ^ 2 + η ^ 2) * ((w + D) ^ 2 + η ^ 2)) := by
  have hA : (w - D) ^ 2 + η ^ 2 ≠ 0 := by positivity
  have hB : (w + D) ^ 2 + η ^ 2 ≠ 0 := by positivity
  have hp := Real.pi_ne_zero
  unfold lorentz
  field_simp
  ring

/-- The dc limit of one transition with prefactor `1/w`, for positive width. -/
theorem tendsto_freq_pair {η : ℝ} (hη : 0 < η) (D : ℝ) :
    Tendsto (fun w => (lorentz η (w - D) - lorentz η (w + D)) / w) (𝓝[≠] 0)
      (𝓝 (4 * η * D / (Real.pi * (D ^ 2 + η ^ 2) ^ 2))) := by
  have hc : Continuous fun w : ℝ =>
      4 * η * D / (Real.pi * ((w - D) ^ 2 + η ^ 2) * ((w + D) ^ 2 + η ^ 2)) :=
    continuous_const.div (by fun_prop) (fun w => by positivity)
  refine Tendsto.congr' ?_ ((hc.tendsto' 0 _ ?_).mono_left nhdsWithin_le_nhds)
  · filter_upwards [self_mem_nhdsWithin] with w hw
    exact (lorentz_sub_div hη D hw).symm
  · simp only [zero_sub, zero_add, neg_sq]
    congr 1
    ring

/-- For positive width and nonzero transition energy, the dc value with prefactor `1/w` is
`2D²/(D²+η²)` times the dc value with prefactor `1/D`. -/
theorem dc_identity {η D : ℝ} (hη : 0 < η) (hD : D ≠ 0) :
    4 * η * D / (Real.pi * (D ^ 2 + η ^ 2) ^ 2) =
      2 * D ^ 2 / (D ^ 2 + η ^ 2) * (2 * lorentz η D / D) := by
  have hA : D ^ 2 + η ^ 2 ≠ 0 := by positivity
  have hp := Real.pi_ne_zero
  unfold lorentz
  field_simp
  ring

/-- For `η, D > 0` the form with prefactor `1/D` has a positive dc limit, and the form with
prefactor `1/w` tends to `2D²/(D²+η²)` times that limit. -/
theorem dc_prefactor_ratio {η D : ℝ} (hη : 0 < η) (hD : 0 < D) :
    0 < 2 * lorentz η D / D ∧
    Tendsto (fun w => (lorentz η (w - D) + lorentz η (w + D)) / D) (𝓝[≠] 0)
      (𝓝 (2 * lorentz η D / D)) ∧
    Tendsto (fun w => (lorentz η (w - D) - lorentz η (w + D)) / w) (𝓝[≠] 0)
      (𝓝 (2 * D ^ 2 / (D ^ 2 + η ^ 2) * (2 * lorentz η D / D))) := by
  have hp := Real.pi_pos
  refine ⟨by unfold lorentz; positivity, ?_, ?_⟩
  · have h1 : Continuous fun w => lorentz η (w - D) :=
      (lorentz_continuous hη).comp (continuous_id.sub continuous_const)
    have h2 : Continuous fun w => lorentz η (w + D) :=
      (lorentz_continuous hη).comp (continuous_id.add continuous_const)
    -- the sum of the two Lorentzians is continuous, so its limit is its value at zero
    refine (((h1.add h2).div_const D).tendsto' 0 _ ?_).mono_left nhdsWithin_le_nhds
    simp only [Pi.add_apply, lorentz, zero_sub, zero_add, neg_sq]
    ring
  · rw [← dc_identity hη hD.ne']
    exact tendsto_freq_pair hη D

/-- For `η, D > 0` the prefactor `1/w` gives a larger dc limit `a` than the limit `b` with prefactor
`1/D` exactly when the transition energy `D` exceeds the half-width `η`. -/
theorem freq_larger_iff {η D a b : ℝ} (hη : 0 < η) (hD : 0 < D)
    (ha : Tendsto (fun w => (lorentz η (w - D) - lorentz η (w + D)) / w) (𝓝[≠] 0) (𝓝 a))
    (hb : Tendsto (fun w => (lorentz η (w - D) + lorentz η (w + D)) / D) (𝓝[≠] 0) (𝓝 b)) :
    b < a ↔ η < D := by
  obtain ⟨hpos, hgap, hfreq⟩ := dc_prefactor_ratio hη hD
  -- the limits are unique, so the criterion is that the ratio exceeds one
  rw [tendsto_nhds_unique ha hfreq, tendsto_nhds_unique hb hgap,
    lt_mul_iff_one_lt_left hpos, one_lt_div (by positivity)]
  constructor <;> intro h <;> nlinarith

/-- For positive width and a Hermitian velocity matrix, the many-level conductivity with
prefactor `1/w` has a finite dc limit, given by a sum over pairs of levels. -/
theorem tendsto_sigmaFreq {ι : Type*} [Fintype ι] {η : ℝ} {e f : ι → ℝ}
    {v : Matrix ι ι ℂ} (hη : 0 < η) (hv : v.IsHermitian) :
    Tendsto (sigmaFreq η e f v) (𝓝[≠] 0)
      (𝓝 (∑ n, ∑ m, (f n - f m) * Complex.normSq (v n m) / 2 *
        (4 * η * (e m - e n) / (Real.pi * ((e m - e n) ^ 2 + η ^ 2) ^ 2)))) := by
  have hS : ∀ n m, Complex.normSq (v m n) = Complex.normSq (v n m) := by
    intro n m
    rw [← hv.apply n m]
    exact (Complex.normSq_conj _).symm
  refine Tendsto.congr ?_ (tendsto_finsetSum _ fun n _ => tendsto_finsetSum _ fun m _ =>
    (tendsto_freq_pair hη (e m - e n)).const_mul _)
  intro w
  -- exchanging the two levels turns resonant into antiresonant terms
  have hsym : ∑ n, ∑ m, (f n - f m) * Complex.normSq (v n m) * lorentz η (w - (e m - e n)) =
      ∑ n, ∑ m, -((f n - f m) * Complex.normSq (v n m) * lorentz η (w + (e m - e n))) := by
    rw [Finset.sum_comm]
    refine Finset.sum_congr rfl fun n _ => Finset.sum_congr rfl fun m _ => ?_
    rw [hS n m, show w - (e n - e m) = w + (e m - e n) by ring]
    ring
  -- the conductivity is the mean of the two equal sums
  calc _ = (∑ n, ∑ m, (f n - f m) * Complex.normSq (v n m) * lorentz η (w - (e m - e n)) +
      ∑ n, ∑ m, -((f n - f m) * Complex.normSq (v n m) * lorentz η (w + (e m - e n))))
        / 2 / w := by
        simp only [← Finset.sum_add_distrib, Finset.sum_div]
        refine Finset.sum_congr rfl fun n _ => Finset.sum_congr rfl fun m _ => ?_
        ring
    _ = sigmaFreq η e f v w := by
        rw [← hsym]
        unfold sigmaFreq
        ring

end

end KuboGreenwoodPrefactor
```

```lean
#print axioms KuboGreenwoodPrefactor.freq_larger_iff
#print axioms KuboGreenwoodPrefactor.tendsto_sigmaFreq
```

```
'KuboGreenwoodPrefactor.freq_larger_iff' depends on axioms: [propext, Classical.choice, Quot.sound]
'KuboGreenwoodPrefactor.tendsto_sigmaFreq' depends on axioms: [propext, Classical.choice, Quot.sound]
```

**From the algebra to the Lean proof.** `lorentz_continuous` records that $L$ is continuous, since its denominator is positive everywhere.

`lorentz_sub_div` is the cancellation of $w$. The proof first notes that both denominators are nonzero. Then `field_simp` clears the fractions and `ring` confirms the remaining polynomial identity, which contains $(w+D)^2-(w-D)^2=4wD$.

`tendsto_freq_pair` takes the limit. The regular quotient is shown to be continuous, so it tends to its value at zero, and `mono_left` restricts that limit to nonzero $w$. There `Tendsto.congr'` exchanges the regular quotient for the original expression, using the cancellation lemma. This lemma needs no sign condition on `D`, and for that reason it can serve the many-level sum, where $\Delta_{nm}$ takes both signs and may be zero.

`dc_identity` is the division of the two limits, written as a product. It assumes `D ≠ 0` so that the prefactor $1/D$ has a meaning. Lean's convention for division by zero would make both sides zero at `D = 0`.

In `dc_prefactor_ratio`, positivity follows from the explicit formula. The $1/D$ limit comes from the continuity of the sum of two shifted Lorentzians, evaluated at zero with the help of $(-D)^2=D^2$. For the $1/w$ limit, the target is rewritten with `dc_identity`, and `tendsto_freq_pair` finishes.

`freq_larger_iff` uses `tendsto_nhds_unique` to replace `a` and `b` by the known limits. The inequality then says that a positive number is smaller than a multiple of itself, which `lt_mul_iff_one_lt_left` turns into the condition that the factor exceeds one. `one_lt_div` removes the fraction, and `nlinarith` proves both directions of the equivalence between $D^2+\eta^2<2D^2$ and $\eta<D$.

In `tendsto_sigmaFreq`, the step `hS` derives $|v_{mn}|^2=|v_{nm}|^2$ from Hermiticity, and this is the only use made of that hypothesis. The limit of the symmetrised sum follows term by term, from `tendsto_finsetSum` and the one-transition limit. It remains to show that the symmetrised sum is the conductivity. The step `hsym` exchanges the two levels with `Finset.sum_comm` and obtains the antiresonant sum with its minus sign. The closing `calc` block writes the conductivity as the mean of the two equal sums.

**What this means for your dc value.** Within this independent-particle, Lorentzian-broadened model, the residue of a gapped transition at $w=0$ comes from the tail of the broadening function, whichever prefactor you choose: from its height with $1/D$, and from its slope with $1/w$. A sharp delta function would give zero there. At fixed $D$ both limits vanish in proportion to $\eta$ as the width shrinks, so a smaller residue is no evidence that one prefactor is the correct one. A useful check is to repeat the calculation with a smaller $\eta$ and see how much of the dc value goes away, as long as the level spacing still allows a smooth curve.
